# T1-dressed two-electron integrals for nilpotent single excitations

Coupled-cluster theory transforms the Hamiltonian with the exponential of an excitation operator. The single-excitation part T of that operator, which moves one electron at a time between orbitals, turns the electron repulsion V into exp(-T) V exp(T). Here T is taken to be nilpotent, meaning that some power of it vanishes, so the exponential is a finite sum and the operators can live in any real algebra, with no norm or convergence. The main theorem lists nilpotency of T as a hypothesis of its own, although for finitely many orbitals it already follows from the anticommutation relations and the condition t² = 0 on the matrix t of amplitudes.

## From commutators to dressed integrals

Let p, q, r, s run over finitely many spin orbitals, with annihilators a_p and creators a_p* obeying the anticommutation relations. Given real amplitudes t_pq and integrals g_pqrs, put

T = Σ t_pq a_p* a_q,  V = Σ g_pqrs a_p* a_q* a_s a_r.

The claim is that, if t² = 0 and T is nilpotent, exp(-T) V exp(T) has the same form as V, with g replaced by

g' = (X ⊗ X) g (Y ⊗ Y),  X = 1 - t,  Y = 1 + t.

In coupled-cluster theory t only leads from occupied to virtual orbitals. No orbital is both, so t² = 0. The creators and annihilators that occur in T then all anticommute, and a power of T whose exponent exceeds the number of occupied orbitals repeats an annihilator in every term and vanishes. This short argument supplies the nilpotency in that case.

Moving an operator through one term of T gives

a_p a_r* a_q = a_r* a_q a_p + δ_pr a_q,

a_p* a_r* a_q = a_r* a_q a_p* - δ_pq a_r*.

Summing with the amplitudes,

[a_p, T] = Σ_q t_pq a_q,  [a_p*, T] = -Σ_r t_rp a_r*.

A second commutator with T produces the coefficients of t², so it is zero.

Now let x be either operator and y = [x, T], which commutes with T. By induction, for k ≥ 1,

x T^k = T^k x + k T^(k-1) y.

Dividing by k! and summing, together with the k = 0 term, gives x exp(T) = exp(T) (x + y), hence

exp(-T) x exp(T) = x + y.

The dressed operators are therefore

a_p → Σ_q Y_pq a_q,  a_p* → Σ_r X_rp a_r*.

Inserting exp(T) exp(-T) = 1 between the four factors of each term of V dresses them one by one. Collecting coefficients yields

g'_pqrs = Σ X_pp' X_qq' g_p'q'r's' Y_r'r Y_s's,

with the sum over the primed indices. This is the claimed matrix product on orbital pairs.

## Two orbitals with numbers

Label the orbitals 0 and 1. Let t_10 = 0.2 be the only nonzero amplitude and g_0101 = 0.5 the only nonzero entry of g. This is a toy choice, since Coulomb integrals also have g_1010 = g_0101. Then

a_0 → a_0,  a_1 → a_1 + 0.2 a_0,

a_0* → a_0* - 0.2 a_1*,  a_1* → a_1*.

The nonzero dressed integrals are

g'_0101 = 0.5,  g'_0100 = 0.1,  g'_1101 = -0.1,  g'_1100 = -0.02.

The last three multiply products with a repeated creator or annihilator, which vanish. The integrals have changed, but V has not: it acts only on the state with both orbitals occupied, and T leads neither out of that state nor into it.

## The formal development

The type `ι` indexes the spin orbitals and `A` is the algebra of operators. The index type `κ` will stand for orbitals or for pairs of orbitals.

In Lean 4 with Mathlib:

```lean
import Mathlib

open Matrix Finset
open scoped Kronecker

namespace T1DressedIntegrals

noncomputable section

variable {ι κ A : Type*} [Fintype ι] [Fintype κ] [Ring A]
```

The first theorem is the terminating conjugation formula. `hpow` is the induction on powers, `hs` divides by the factorial, and `hsum` adds the terms. The two sums in `hsum` differ in length by one, but both equal exp(T) once the cutoff reaches a vanishing power.

```lean
/-- If the commutator `y = [x, T]` commutes with the nilpotent `T`, then
`exp(-T) x exp(T) = x + y`. -/
theorem exp_conj [Algebra ℚ A] {T x y : A} (hT : IsNilpotent T)
    (hx : x * T = T * x + y) (hy : y * T = T * y) :
    IsNilpotent.exp (-T) * x * IsNilpotent.exp T = x + y := by
  -- moving `x` through a power of `T`
  have hpow : ∀ k : ℕ, x * T ^ (k + 1) = T ^ (k + 1) * x + ((k : ℚ) + 1) • (T ^ k * y) := by
    intro k
    induction k with
    | zero => simp [hx]
    | succ k ih =>
      have e1 : T ^ (k + 1 + 1) * x = T ^ (k + 1) * (T * x) := by rw [pow_succ, mul_assoc]
      have e2 : T ^ (k + 1) * y = T ^ k * (T * y) := by rw [pow_succ, mul_assoc]
      have e3 : x * T ^ (k + 1 + 1) = x * T ^ (k + 1) * T := by rw [pow_succ, mul_assoc]
      rw [e3, ih, add_mul, smul_mul_assoc, mul_assoc, mul_assoc, hx, hy, mul_add, e1, ← e2]
      push_cast
      module
  have hs : ∀ k : ℕ, x * (((k + 1).factorial : ℚ)⁻¹ • T ^ (k + 1))
      = (((k + 1).factorial : ℚ)⁻¹ • T ^ (k + 1)) * x + ((k.factorial : ℚ)⁻¹ • T ^ k) * y := by
    intro k
    have hc : ((k + 1).factorial : ℚ)⁻¹ * ((k : ℚ) + 1) = (k.factorial : ℚ)⁻¹ := by
      have h0 : (k.factorial : ℚ) ≠ 0 := by positivity
      have h1 : (k : ℚ) + 1 ≠ 0 := by positivity
      rw [Nat.factorial_succ]
      push_cast
      field_simp
    rw [mul_smul_comm, hpow, smul_add, smul_smul, hc, smul_mul_assoc, smul_mul_assoc]
  -- summing the exponential series
  have hsum : ∀ M : ℕ, x * ∑ k ∈ range (M + 1), (k.factorial : ℚ)⁻¹ • T ^ k
      = (∑ k ∈ range (M + 1), (k.factorial : ℚ)⁻¹ • T ^ k) * x
        + (∑ k ∈ range M, (k.factorial : ℚ)⁻¹ • T ^ k) * y := by
    intro M
    rw [sum_range_succ']
    simp only [mul_add, mul_sum, hs, sum_add_distrib, add_mul, sum_mul, Nat.factorial_zero,
      Nat.cast_one, inv_one, pow_zero, one_smul, mul_one, one_mul]
    abel
  obtain ⟨M, hM⟩ := hT
  have h := hsum M
  rw [← IsNilpotent.exp_eq_sum (show T ^ (M + 1) = 0 by rw [pow_succ, hM, zero_mul]),
    ← IsNilpotent.exp_eq_sum hM] at h
  rw [mul_assoc, h, ← mul_add, ← mul_assoc, IsNilpotent.exp_neg_mul_exp_self ⟨M, hM⟩, one_mul]
```

Linear combinations of operators get a name, with the matrix acting on the operator label.

```lean
variable [Algebra ℝ A]

/-- The linear combinations `∑_q M_pq v_q` of a family of operators. -/
def rotate (M : Matrix κ κ ℝ) (v : κ → A) (p : κ) : A := ∑ q, M p q • v q
```

With `c` for the creators, T is `contract t c a`. The same definition will serve for pair operators.

```lean
/-- The operator `∑ g_PR C_P D_R`; for `C = a*` and `D = a` it is a one-body operator. -/
def contract (g : Matrix κ κ ℝ) (C D : κ → A) : A := ∑ P, ∑ R, g P R • (C P * D R)
```

The interaction is written as the explicit fourfold sum, with g a matrix whose row is (p, q) and whose column is (r, s). There is no prefactor 1/2, so for the Coulomb repulsion it must be absorbed into g.

```lean
/-- The two-body operator `∑ g_pqrs a_p* a_q* a_s a_r`, with `c` for `a*`. -/
def twoBody (g : Matrix (ι × ι) (ι × ι) ℝ) (c a : ι → A) : A :=
  ∑ p, ∑ q, ∑ r, ∑ s, g (p, q) (r, s) • (c p * c q * a s * a r)
```

Next comes the collection of coefficients. `hr` absorbs the matrix on the right and `hl` the one on the left, each by exchanging finite sums. The transpose appears because creators are combined through the first index of X.

```lean
/-- Coefficients of linearly combined operators collect into a matrix product. -/
theorem contract_rotate (g M N : Matrix κ κ ℝ) (C D : κ → A) :
    contract g (rotate Mᵀ C) (rotate N D) = contract (M * g * N) C D := by
  have hr : ∀ C' : κ → A, contract g C' (rotate N D) = contract (g * N) C' D := by
    intro C'
    simp only [contract, rotate, mul_sum, mul_smul_comm, smul_sum, smul_smul,
      Matrix.mul_apply, sum_smul]
    exact sum_congr rfl fun P _ => sum_comm
  have hl : ∀ k : Matrix κ κ ℝ, contract k (rotate Mᵀ C) D = contract (M * k) C D := by
    intro k
    simp only [contract, rotate, sum_mul, smul_mul_assoc, smul_sum, smul_smul,
      Matrix.mul_apply, sum_smul, Matrix.transpose_apply]
    rw [sum_comm]
    conv_rhs => rw [sum_comm]
    refine sum_congr rfl fun R _ => ?_
    rw [sum_comm]
    exact sum_congr rfl fun S _ => sum_congr rfl fun P _ => by rw [mul_comm (k P R)]
  rw [hr, hl, Matrix.mul_assoc]
```

A product of two combined operators is a combination of pair operators, with a Kronecker product as coefficients. The reversed order is needed because V contains a_s a_r.

```lean
/-- Products of two linearly combined operators, in either order, are linear combinations of
pair operators with the Kronecker square as coefficients. -/
theorem rotate_pair (M : Matrix ι ι ℝ) (v : ι → A) (P : ι × ι) :
    rotate M v P.1 * rotate M v P.2 = rotate (M ⊗ₖ M) (fun Q => v Q.1 * v Q.2) P ∧
    rotate M v P.2 * rotate M v P.1 = rotate (M ⊗ₖ M) (fun Q => v Q.2 * v Q.1) P := by
  simp only [rotate, Fintype.sum_prod_type, sum_mul_sum, smul_mul_smul_comm,
    Matrix.kroneckerMap_apply, true_and]
  rw [sum_comm]
  exact sum_congr rfl fun j _ => sum_congr rfl fun i _ => by rw [mul_comm (M P.2 i)]
```

The anticommutation relations are the only link between `a` and `c`; `c p` is not required to be the adjoint of `a p`. When it is the adjoint, the relation `mix` says that the orbital basis is orthonormal.

```lean
variable [DecidableEq ι]

/-- The canonical anticommutation relations for annihilators `a` and creators `c`. -/
structure IsCAR (a c : ι → A) : Prop where
  ann : ∀ p q, a p * a q + a q * a p = 0
  cre : ∀ p q, c p * c q + c q * c p = 0
  mix : ∀ p q, a p * c q + c q * a p = if p = q then 1 else 0
```

In `commutators`, each `key` moves an operator through one term of T, as in the derivation, and the sums then reduce to `rotate t a p` and `rotate tᵀ c p`.

```lean
variable {a c : ι → A} {t : Matrix ι ι ℝ}

/-- Under the anticommutation relations, for `T = ∑ t_pq a_p* a_q`:`[a_p, T] = ∑_q t_pq a_q` and
`[a_p*, T] = -∑_q t_qp a_q*`. -/
theorem commutators (h : IsCAR a c) (t : Matrix ι ι ℝ) (p : ι) :
    a p * contract t c a = contract t c a * a p + rotate t a p ∧
    c p * contract t c a = contract t c a * c p - rotate tᵀ c p := by
  constructor
  · have key : ∀ r q, a p * (c r * a q) = c r * a q * a p + (if p = r then 1 else 0) * a q := by
      intro r q
      rw [← h.mix p r]
      linear_combination (norm := noncomm_ring) -(c r * h.ann p q)
    simp only [contract, rotate, mul_sum, sum_mul, mul_smul_comm, smul_mul_assoc, key,
      smul_add, sum_add_distrib]
    congr 1
    rw [sum_comm]
    simp
  · have key : ∀ r q, c p * (c r * a q) = c r * a q * c p - c r * (if q = p then 1 else 0) := by
      intro r q
      rw [← h.mix q p]
      linear_combination (norm := noncomm_ring) h.cre p r * a q
    simp only [contract, rotate, mul_sum, sum_mul, mul_smul_comm, smul_mul_assoc, key,
      smul_sub, sum_sub_distrib]
    congr 1
    simp
```

The helper `hg` shows that the first commutator commutes with T, using t² = 0. It is applied with t for annihilators and with its transpose and a minus sign for creators; `exp_conj` then gives the dressed operators.

```lean
/-- For `t² = 0` and nilpotent `T = ∑ t_pq a_p* a_q`, conjugation by `exp(T)` dresses annihilators
with `1 + t` and creators with the transpose of `1 - t`, given the anticommutation relations. -/
theorem dressed_operators [Algebra ℚ A] (h : IsCAR a c) (ht : t * t = 0)
    (hn : IsNilpotent (contract t c a)) (p : ι) :
    IsNilpotent.exp (-contract t c a) * a p * IsNilpotent.exp (contract t c a)
      = rotate (1 + t) a p ∧
    IsNilpotent.exp (-contract t c a) * c p * IsNilpotent.exp (contract t c a)
      = rotate (1 - t)ᵀ c p := by
  -- the second commutator with `T` vanishes because `t² = 0`
  have hg : ∀ (T : A) (m : Matrix ι ι ℝ) (v : ι → A) (s : ℝ), m * m = 0 →
      (∀ q, v q * T = T * v q + s • rotate m v q) → rotate m v p * T = T * rotate m v p := by
    intro T m v s hm hv
    have hz : ∑ q, m p q • rotate m v q = 0 := by
      simp only [rotate, smul_sum, smul_smul]
      rw [sum_comm]
      refine sum_eq_zero fun r _ => ?_
      have e : (m * m) p r = 0 := by rw [hm]; rfl
      rw [Matrix.mul_apply] at e
      rw [← sum_smul, e, zero_smul]
    have hT : T * rotate m v p = ∑ q, m p q • (T * v q) := by
      simp only [rotate, mul_sum, mul_smul_comm]
    calc rotate m v p * T = ∑ q, m p q • (v q * T) := by
          simp only [rotate, sum_mul, smul_mul_assoc]
      _ = T * rotate m v p + s • ∑ q, m p q • rotate m v q := by
          rw [hT, smul_sum, ← sum_add_distrib]
          exact sum_congr rfl fun q _ => by rw [hv, smul_add, smul_comm s]
      _ = T * rotate m v p := by rw [hz, smul_zero, add_zero]
  obtain ⟨h1, h2⟩ := commutators h t p
  constructor
  · have k1 := hg (contract t c a) t a 1 ht
      (fun q => by rw [one_smul]; exact (commutators h t q).1)
    rw [exp_conj hn h1 k1]
    simp [rotate, add_smul, sum_add_distrib, Matrix.one_apply]
  · have k2 := hg (contract t c a) tᵀ c (-1)
      (by rw [← Matrix.transpose_mul, ht, Matrix.transpose_zero])
      (fun q => by rw [neg_smul, one_smul, ← sub_eq_add_neg]; exact (commutators h t q).2)
    rw [exp_conj hn (h2.trans (sub_eq_add_neg _ _)) (by rw [neg_mul, mul_neg, k2]),
      ← sub_eq_add_neg]
    simp [rotate, sub_smul, sum_sub_distrib, Matrix.one_apply]
```

The main theorem assumes the anticommutation relations (`h`), t² = 0 (`ht`) and nilpotency of T (`hn`); g is arbitrary. Some texts put a transpose on t in Y, a matter of index convention. In the proof, `hV` rewrites V as a contraction of pair operators, `hprod` splits the conjugation of a product, and the two preceding lemmas on coefficients assemble g'.

For a finite orbital basis, this is how coupled-cluster programs can absorb single excitations into the two-electron integrals; the one-electron part of the Hamiltonian needs its own dressing. Identifying g with the Coulomb integrals of a molecule is the step left to the user.

```lean
/-- For `t² = 0` and nilpotent `T = ∑ t_pq a_p* a_q`, the operator `exp(-T) V exp(T)` is the
two-body operator with integrals `(X ⊗ X) g (Y ⊗ Y)`, where `X = 1 - t` and `Y = 1 + t`, given the
anticommutation relations. -/
theorem t1_dressed_integrals [Algebra ℚ A] (h : IsCAR a c) (ht : t * t = 0)
    (hn : IsNilpotent (contract t c a)) (g : Matrix (ι × ι) (ι × ι) ℝ) :
    IsNilpotent.exp (-contract t c a) * twoBody g c a * IsNilpotent.exp (contract t c a)
      = twoBody (((1 - t) ⊗ₖ (1 - t)) * g * ((1 + t) ⊗ₖ (1 + t))) c a := by
  have hV : ∀ k : Matrix (ι × ι) (ι × ι) ℝ, twoBody k c a
      = contract k (fun P => c P.1 * c P.2) (fun R => a R.2 * a R.1) := by
    intro k
    simp only [twoBody, contract, Fintype.sum_prod_type, mul_assoc]
  have hFE := IsNilpotent.exp_mul_exp_neg_self hn
  have hd := dressed_operators h ht hn
  rw [hV, hV, ← contract_rotate]
  generalize IsNilpotent.exp (-contract t c a) = E at *
  generalize IsNilpotent.exp (contract t c a) = F at *
  -- conjugation is multiplicative
  have hprod : ∀ x y : A, E * (x * y) * F = (E * x * F) * (E * y * F) := by
    intro x y
    calc E * (x * y) * F = E * x * 1 * y * F := by simp only [mul_one, mul_assoc]
      _ = (E * x * F) * (E * y * F) := by rw [← hFE]; simp only [mul_assoc]
  have hK : ((1 - t) ⊗ₖ (1 - t))ᵀ = (1 - t)ᵀ ⊗ₖ (1 - t)ᵀ := by ext i j; rfl
  simp only [contract, mul_sum, sum_mul, mul_smul_comm, smul_mul_assoc]
  refine sum_congr rfl fun P _ => sum_congr rfl fun R _ => ?_
  rw [hprod, hprod (c P.1), hprod (a R.2), (hd P.1).2, (hd P.2).2, (hd R.2).1, (hd R.1).1,
    hK, (rotate_pair _ c P).1, (rotate_pair _ a R).2]
```

A concrete example satisfies all the hypotheses with a nonzero t. The matrices act on occupation states whose first digit belongs to orbital 0, and the entry -1 carries the fermionic sign.

```lean
/-- Annihilators of two orbitals as real matrices on the occupation basis 00, 01, 10, 11. -/
def fockAnn : Fin 2 → Matrix (Fin 4) (Fin 4) ℝ :=
  ![!![0, 0, 1, 0; 0, 0, 0, 1; 0, 0, 0, 0; 0, 0, 0, 0],
    !![0, 1, 0, 0; 0, 0, 0, 0; 0, 0, 0, -1; 0, 0, 0, 0]]
```

The relations are checked entry by entry. For t_10 = 1, T becomes a matrix with a single nonzero entry, off the diagonal, and its square is zero.

```lean
set_option maxHeartbeats 400000 in
/-- The matrices `fockAnn` and their transposes satisfy the anticommutation relations, and the
single excitation from the first to the second orbital has `t² = 0` and `T² = 0`. -/
theorem car_witness : IsCAR fockAnn (fun p => (fockAnn p)ᵀ) ∧
    (!![0, 0; 1, 0] : Matrix (Fin 2) (Fin 2) ℝ) * !![0, 0; 1, 0] = 0 ∧
    contract !![0, 0; 1, 0] (fun p => (fockAnn p)ᵀ) fockAnn ^ 2 = 0 := by
  refine ⟨?_, ?_, ?_⟩
  · constructor <;> intro p q <;> ext i j <;>
      simp only [Matrix.add_apply, Matrix.mul_apply, Fin.sum_univ_four,
        Matrix.transpose_apply] <;>
      fin_cases p <;> fin_cases q <;> fin_cases i <;> fin_cases j <;> simp [fockAnn]
  · ext i j
    fin_cases i <;> fin_cases j <;> simp [Matrix.mul_apply, Fin.sum_univ_two]
  · have hT : contract !![0, 0; 1, 0] (fun p => (fockAnn p)ᵀ) fockAnn
        = !![0, 0, 0, 0; 0, 0, 1, 0; 0, 0, 0, 0; 0, 0, 0, 0] := by
      ext i j
      simp only [contract, Fin.sum_univ_two, Matrix.add_apply, Matrix.smul_apply,
        Matrix.mul_apply, Fin.sum_univ_four, Matrix.transpose_apply]
      fin_cases i <;> fin_cases j <;> simp [fockAnn]
    rw [hT, pow_two]
    ext i j
    fin_cases i <;> fin_cases j <;> simp [Matrix.mul_apply, Fin.sum_univ_four]

end

end T1DressedIntegrals
```

```lean
#print axioms T1DressedIntegrals.t1_dressed_integrals
```

```
'T1DressedIntegrals.t1_dressed_integrals' depends on axioms: [propext, Classical.choice, Quot.sound]
```
